# For a positive smearing function with finite first moment, $x=(\mu-e)/\sigma$ uniquely minimises the grand potential of a level

## Occupation and entropy as functions of one trial parameter

The occupation $f$ and the entropy $S$ of a level are not varied independently here. Both are functions of one real trial parameter $x$, obtained from the same smearing function $D$ by integration up to $x$. The level has a given energy $e$, the chemical potential is $\mu$, and $\sigma$ is the smearing width, an energy. The parameter $x$ is dimensionless.

```lean
import Mathlib

open MeasureTheory Filter Topology

namespace SmearingVariationalPrinciple

noncomputable section
```

The occupation is
$$f(x)=\int_{-\infty}^{x}D(t)\,dt .$$
In Lean, `D : ℝ → ℝ` is an arbitrary real function and the half-line is `Set.Iic x`. Normalisation of $D$ is not assumed; for positive $D$ with total integral 1, $f$ lies between 0 and 1.

```lean
/-- Occupation of a level: the integral of the smearing function `D` up to `x`. -/
def occupation (D : ℝ → ℝ) (x : ℝ) : ℝ := ∫ t in Set.Iic x, D t
```

The entropy is postulated as
$$S(x)=-\int_{-\infty}^{x}t\,D(t)\,dt .$$
It stands for the entropy-like term that accompanies smeared occupations. It is the thermal entropy of the level, in units of $k_B$, when $D$ is the Fermi–Dirac smearing function and $\sigma=k_BT$; for other choices of $D$ it is a generalised entropy.

```lean
/-- Smearing entropy of a level: minus the integral of `t D(t)` up to `x`. -/
def entropy (D : ℝ → ℝ) (x : ℝ) : ℝ := -∫ t in Set.Iic x, t * D t
```

The function to be minimised is
$$G(x)=(e-\mu)f(x)-\sigma S(x).$$
It is a definition, not derived from a statistical ensemble.

```lean
/-- Grand potential `(e - μ) f(x) - σ S(x)` of one level of energy `e`, as a function of the
trial parameter `x` that fixes its occupation. -/
def grandPotential (D : ℝ → ℝ) (e μ σ x : ℝ) : ℝ :=
  (e - μ) * occupation D x - σ * entropy D x
```

## The excess over the value at $(\mu-e)/\sigma$

Let $x_0=(\mu-e)/\sigma$, so that $e-\mu=-\sigma x_0$. Differences of half-line integrals are integrals over the interval between the endpoints, hence
$$G(x)-G(x_0)=(e-\mu)\int_{x_0}^{x}D\,dt+\sigma\int_{x_0}^{x}t\,D\,dt
=\sigma\int_{x_0}^{x}(t-x_0)D(t)\,dt .$$
The theorem assumes that $D$ and $tD$ are integrable over the real line and that $\sigma\neq0$; it assumes neither continuity nor a sign of $D$.

The proof calls the point `a`. Its steps `h1` and `h2` convert the half-line differences, `h3` splits the integral on the right, and `linear_combination` inserts $\sigma x_0=\mu-e$.

```lean
/-- For a smearing function that is integrable together with its first moment, and `σ ≠ 0`, the
grand potential at `x` exceeds that at `(μ - e)/σ` by `σ` times the integral of
`(t - (μ - e)/σ) D(t)` between the two points. -/
theorem grandPotential_excess {D : ℝ → ℝ} (hD : Integrable D)
    (hM : Integrable fun t => t * D t) (e μ : ℝ) {σ : ℝ} (hσ : σ ≠ 0) (x : ℝ) :
    grandPotential D e μ σ x - grandPotential D e μ σ ((μ - e) / σ)
      = σ * ∫ t in ((μ - e) / σ)..x, (t - (μ - e) / σ) * D t := by
  have hc : (μ - e) / σ * σ = μ - e := by field_simp
  generalize (μ - e) / σ = a at hc ⊢
  -- differences of half-line integrals are integrals over the interval between
  have h1 := intervalIntegral.integral_Iic_sub_Iic
    (hD.integrableOn (s := Set.Iic a)) (hD.integrableOn (s := Set.Iic x))
  have h2 := intervalIntegral.integral_Iic_sub_Iic
    (hM.integrableOn (s := Set.Iic a)) (hM.integrableOn (s := Set.Iic x))
  have h3 : ∫ t in a..x, (t - a) * D t
      = (∫ t in a..x, t * D t) - a * ∫ t in a..x, D t := by
    simp only [sub_mul]
    rw [intervalIntegral.integral_sub hM.intervalIntegrable
      (hD.const_mul a).intervalIntegrable, intervalIntegral.integral_const_mul]
  rw [h3, ← h1, ← h2]
  unfold grandPotential occupation entropy
  linear_combination ((∫ t in Set.Iic x, D t) - ∫ t in Set.Iic a, D t) * hc
```

## The sign of the excess

Take any $a\neq x$ with $D>0$ between them. If $x>a$, the integrand $(t-a)D(t)$ is positive on $(a,x)$, and so is its integral. If $x<a$, reversing the limits gives
$$\int_a^x(t-a)D(t)\,dt=\int_x^a(a-t)D(t)\,dt>0 .$$
The two cases of the proof are these two orderings. The hypothesis `hpos` asks for positivity only on the open interval between the points.

```lean
/-- If `D` is integrable with its first moment and positive between two distinct points `a` and
`x`, the integral of `(t - a) D(t)` from `a` to `x` is positive, whichever point is larger. -/
theorem moment_pos {D : ℝ → ℝ} (hD : Integrable D) (hM : Integrable fun t => t * D t)
    {a x : ℝ} (hx : x ≠ a) (hpos : ∀ t ∈ Set.Ioo (min a x) (max a x), 0 < D t) :
    0 < ∫ t in a..x, (t - a) * D t := by
  have hi : IntervalIntegrable (fun t => (t - a) * D t) volume a x := by
    simp only [sub_mul]
    exact (hM.sub (hD.const_mul a)).intervalIntegrable
  rcases lt_or_gt_of_ne hx with h | h
  · -- to the left, both the factor `t - a` and the orientation change sign
    rw [intervalIntegral.integral_symm, ← intervalIntegral.integral_neg]
    refine intervalIntegral.intervalIntegral_pos_of_pos_on hi.symm.neg ?_ h
    intro t ht
    have hd := hpos t (by rw [min_eq_right h.le, max_eq_left h.le]; exact ht)
    have key := mul_pos (sub_pos.2 ht.2) hd
    show 0 < -((t - a) * D t)
    nlinarith
  · refine intervalIntegral.intervalIntegral_pos_of_pos_on hi ?_ h
    intro t ht
    have hd := hpos t (by rw [min_eq_left h.le, max_eq_right h.le]; exact ht)
    exact mul_pos (sub_pos.2 ht.1) hd
```

With $a=x_0$, $\sigma>0$ and $D$ positive everywhere, the excess is positive for every $x\neq x_0$:
$$G(x_0)<G(x).$$
The Lean statement is this strict inequality for every real $x$ other than $x_0$, which makes $x_0$ the unique global minimum. The proof multiplies the positive integral by $\sigma$ and uses the excess formula.

```lean
/-- Variational principle for smeared occupations: for a positive smearing function, integrable
with its first moment, and `σ > 0`, the grand potential of a level has its unique minimum at
`x = (μ - e)/σ`. -/
theorem grandPotential_unique_min {D : ℝ → ℝ} (hD : Integrable D)
    (hM : Integrable fun t => t * D t) (hpos : ∀ t, 0 < D t) (e μ : ℝ) {σ : ℝ} (hσ : 0 < σ)
    {x : ℝ} (hx : x ≠ (μ - e) / σ) :
    grandPotential D e μ σ ((μ - e) / σ) < grandPotential D e μ σ x := by
  have h := grandPotential_excess hD hM e μ hσ.ne' x
  have hp := mul_pos hσ (moment_pos hD hM hx fun t _ => hpos t)
  linarith
```

## Where $D$ is negative, the minimum becomes a maximum

Suppose instead that $D<0$ on an interval $(a,b)$ containing both $x_0$ and $x\neq x_0$. The sign argument applied to $-D$ gives
$$\int_{x_0}^{x}(t-x_0)D(t)\,dt<0,\qquad\text{so}\qquad G(x)<G(x_0).$$
The comparison is confined to that interval.

```lean
/-- Let `D` be integrable with its first moment and `σ > 0`. If `D` is negative on an open interval
containing `(μ - e)/σ`, this point is the strict maximum of the grand potential on that interval. -/
theorem grandPotential_max_of_neg {D : ℝ → ℝ} (hD : Integrable D)
    (hM : Integrable fun t => t * D t) (e μ : ℝ) {σ : ℝ} (hσ : 0 < σ) {a b : ℝ}
    (hneg : ∀ t ∈ Set.Ioo a b, D t < 0) (h0 : (μ - e) / σ ∈ Set.Ioo a b)
    {x : ℝ} (hxab : x ∈ Set.Ioo a b) (hx : x ≠ (μ - e) / σ) :
    grandPotential D e μ σ x < grandPotential D e μ σ ((μ - e) / σ) := by
  have h := grandPotential_excess hD hM e μ hσ.ne' x
  have hM' : Integrable fun t => t * -D t := by
    simp only [mul_neg]
    exact hM.neg
  -- the positive case applied to `-D`
  have hp := moment_pos (D := fun t => -D t) hD.neg hM' hx (fun t ht =>
    neg_pos.2 (hneg t ⟨(lt_min h0.1 hxab.1).trans ht.1, ht.2.trans (max_lt h0.2 hxab.2)⟩))
  simp only [mul_neg, intervalIntegral.integral_neg] at hp
  have hq := mul_pos hσ hp
  linarith
```

First-order Methfessel–Paxton smearing, $D(t)=(\tfrac32-t^2)e^{-t^2}/\sqrt\pi$, provides a counter-example to the minimum principle without positivity. It is integrable with its first moment, but negative for $t>\sqrt{3/2}\approx1.22$. For a level at $e=\mu-2\sigma$ the point $x_0=2$ lies in the negative region, and $G$ has a strict maximum there on the interval $(1.3,3)$.

## Many levels at fixed electron number

Let $D$ again be positive everywhere and integrable with its first moment, and let $\sigma>0$. Let levels $i$ have energies $e_i$ and weights $w_i>0$, such as k-point weights times spin degeneracy. Define
$$F(x)=\sum_i w_i\bigl(e_if(x_i)-\sigma S(x_i)\bigr),\qquad N(x)=\sum_i w_if(x_i).$$
Writing $G_i$ for the grand potential with $e=e_i$, we have
$$\sum_i w_iG_i(x_i)=F(x)-\mu N(x).$$
If the $x_i$ are not all equal to $(\mu-e_i)/\sigma$, some level $j$ has a strictly larger $G_j$ than at its minimum, and no level has a smaller one. The weighted sum is therefore strictly larger. When both sets of parameters give the same $N$, the terms in $\mu$ cancel and $F$ itself is strictly larger.

In Lean, the levels are indexed by a finite type `ι`, and `hN` is the constraint of equal electron number. The value of $\mu$ is given, and finding the $\mu$ that yields a prescribed $N$ is a separate problem. With a single level the constraint leaves no competitor, so the statement has content from two levels on. In the proof, `hlt` is the summed inequality and `split` is the identity relating $G_i$, $F$ and $N$.

In calculations on metals, a free energy stationary in the occupations gives forces without an occupation-response term; the result here supplies the minimum for finitely many independent levels of fixed energy, and derives no forces.

```lean
/-- Many levels with positive weights at fixed electron number: for a positive smearing function,
integrable with its first moment, and `σ > 0`, the parameters `x_i = (μ - e_i)/σ` give a strictly
lower free energy `∑ w_i (e_i f(x_i) - σ S(x_i))` than any other parameters with the same
electron number `∑ w_i f(x_i)`. -/
theorem freeEnergy_unique_min {ι : Type*} [Fintype ι] {D : ℝ → ℝ} (hD : Integrable D)
    (hM : Integrable fun t => t * D t) (hpos : ∀ t, 0 < D t) (w e : ι → ℝ)
    (hw : ∀ i, 0 < w i) (μ : ℝ) {σ : ℝ} (hσ : 0 < σ) (x : ι → ℝ)
    (hN : ∑ i, w i * occupation D (x i) = ∑ i, w i * occupation D ((μ - e i) / σ))
    (hx : x ≠ fun i => (μ - e i) / σ) :
    ∑ i, w i * (e i * occupation D ((μ - e i) / σ) - σ * entropy D ((μ - e i) / σ))
      < ∑ i, w i * (e i * occupation D (x i) - σ * entropy D (x i)) := by
  obtain ⟨j, hj⟩ := Function.ne_iff.1 hx
  have hlt : ∑ i, w i * grandPotential D (e i) μ σ ((μ - e i) / σ)
      < ∑ i, w i * grandPotential D (e i) μ σ (x i) := by
    refine Finset.sum_lt_sum (fun i _ => ?_) ⟨j, Finset.mem_univ j, ?_⟩
    · refine mul_le_mul_of_nonneg_left ?_ (hw i).le
      by_cases hi : x i = (μ - e i) / σ
      · rw [hi]
      · exact (grandPotential_unique_min hD hM hpos (e i) μ hσ hi).le
    · exact mul_lt_mul_of_pos_left (grandPotential_unique_min hD hM hpos (e j) μ hσ hj) (hw j)
  -- the grand potential is the free energy minus `μ` times the electron number
  have split : ∀ y : ι → ℝ, ∑ i, w i * grandPotential D (e i) μ σ (y i)
      = ∑ i, w i * (e i * occupation D (y i) - σ * entropy D (y i))
        - μ * ∑ i, w i * occupation D (y i) := by
    intro y
    rw [Finset.mul_sum, ← Finset.sum_sub_distrib]
    refine Finset.sum_congr rfl fun i _ => ?_
    unfold grandPotential
    ring
  have h1 := split x
  have h2 := split (fun i => (μ - e i) / σ)
  beta_reduce at h2
  rw [hN] at h1
  linarith
```

## Gaussian smearing

The Gaussian choice is
$$D(t)=\frac{e^{-t^2}}{\sqrt\pi}.$$

```lean
/-- The Gaussian smearing function `exp(-t²)/√π`. -/
def gaussian (t : ℝ) : ℝ := Real.exp (-t ^ 2) / Real.sqrt Real.pi
```

It is positive, and both $e^{-t^2}$ and $t\,e^{-t^2}$ are integrable over the real line, so all the hypotheses on $D$ are satisfied.

```lean
/-- The Gaussian smearing function `D` is positive, and both `D(t)` and `t D(t)` are integrable over
the real line. -/
theorem gaussian_witness :
    (∀ t, 0 < gaussian t) ∧ Integrable gaussian ∧ Integrable fun t => t * gaussian t := by
  refine ⟨fun t => div_pos (Real.exp_pos _) (Real.sqrt_pos.2 Real.pi_pos), ?_, ?_⟩
  · refine ((integrable_exp_neg_mul_sq (b := 1) one_pos).div_const
      (Real.sqrt Real.pi)).congr (ae_of_all _ fun t => ?_)
    simp only [gaussian, neg_mul, one_mul]
  · refine ((integrable_mul_exp_neg_mul_sq (b := 1) one_pos).div_const
      (Real.sqrt Real.pi)).congr (ae_of_all _ fun t => ?_)
    simp only [gaussian, neg_mul, one_mul, mul_div_assoc]
```

The entropy follows from an antiderivative:
$$\frac{d}{dt}\left(-\frac{e^{-t^2}}{2\sqrt\pi}\right)=\frac{t\,e^{-t^2}}{\sqrt\pi}=t\,D(t).$$
The antiderivative vanishes as $t\to-\infty$, so
$$S(x)=-\int_{-\infty}^x t\,D(t)\,dt=\frac{e^{-x^2}}{2\sqrt\pi}.$$
In the proof, `hder` is the derivative and `hlim` the limit; the fundamental theorem of calculus on a half-line combines them.

```lean
/-- The entropy of Gaussian smearing is `S(x) = exp(-x²)/(2√π)`. -/
theorem entropy_gaussian (x : ℝ) :
    entropy gaussian x = Real.exp (-x ^ 2) / (2 * Real.sqrt Real.pi) := by
  -- an antiderivative of `t D(t)` that vanishes at minus infinity
  have hder : ∀ t ∈ Set.Iic x, HasDerivAt
      (fun s : ℝ => -(Real.exp (-s ^ 2) / (2 * Real.sqrt Real.pi))) (t * gaussian t) t := by
    intro t _
    have h := ((hasDerivAt_pow 2 t).fun_neg.exp.div_const (2 * Real.sqrt Real.pi)).fun_neg
    refine h.congr_deriv ?_
    simp only [gaussian, Nat.cast_ofNat, Nat.reduceSub, pow_one]
    ring
  have hsq : Tendsto (fun t : ℝ => (-t) ^ 2) atBot atTop :=
    (tendsto_pow_atTop two_ne_zero).comp tendsto_neg_atBot_atTop
  simp only [neg_sq] at hsq
  have hexp : Tendsto (fun t : ℝ => Real.exp (-t ^ 2)) atBot (𝓝 0) :=
    Real.tendsto_exp_atBot.comp (tendsto_neg_atTop_atBot.comp hsq)
  have hlim := (hexp.div_const (2 * Real.sqrt Real.pi)).neg
  have h := integral_Iic_of_hasDerivAt_of_tendsto' hder
    gaussian_witness.2.2.integrableOn hlim
  unfold entropy
  rw [h]
  simp
```

Inserting this entropy into the general principle shows that, for $\sigma>0$,
$$(e-\mu)f(x)-\sigma\,\frac{e^{-x^2}}{2\sqrt\pi}$$
has its unique minimum at $x=(\mu-e)/\sigma$.

```lean
/-- For Gaussian smearing with `σ > 0`, the function
`(e - μ) f(x) - σ exp(-x²)/(2√π)` has its unique minimum at `x = (μ - e)/σ`. -/
theorem gaussian_unique_min (e μ : ℝ) {σ : ℝ} (hσ : 0 < σ) {x : ℝ} (hx : x ≠ (μ - e) / σ) :
    (e - μ) * occupation gaussian ((μ - e) / σ)
        - σ * (Real.exp (-((μ - e) / σ) ^ 2) / (2 * Real.sqrt Real.pi))
      < (e - μ) * occupation gaussian x
        - σ * (Real.exp (-x ^ 2) / (2 * Real.sqrt Real.pi)) := by
  rw [← entropy_gaussian, ← entropy_gaussian]
  exact grandPotential_unique_min gaussian_witness.2.1 gaussian_witness.2.2
    gaussian_witness.1 e μ hσ hx

end

end SmearingVariationalPrinciple
```

For a numerical instance, take $\sigma=0.1$ eV and a level 0.1 eV below $\mu$, so that $x_0=1$. With $f(x)=\tfrac12(1+\operatorname{erf}x)$:

| $x$ | $f(x)$ | $S(x)$ | $G(x)$ in eV |
|---|---|---|---|
| 0 | 0.5000 | 0.2821 | −0.0782 |
| 1 | 0.9214 | 0.1038 | −0.1025 |
| 2 | 0.9977 | 0.0052 | −0.1003 |

Of the three trial values, $x=1$ gives the lowest grand potential. Moving from $x=1$ to $x=2$ fills the level further, but the entropy term $-\sigma S$ rises by more than $(e-\mu)f$ falls.

```lean
#print axioms SmearingVariationalPrinciple.grandPotential_unique_min
-- 'SmearingVariationalPrinciple.grandPotential_unique_min' depends on axioms: [propext, Classical.choice, Quot.sound]
#print axioms SmearingVariationalPrinciple.grandPotential_max_of_neg
-- 'SmearingVariationalPrinciple.grandPotential_max_of_neg' depends on axioms: [propext, Classical.choice, Quot.sound]
#print axioms SmearingVariationalPrinciple.freeEnergy_unique_min
-- 'SmearingVariationalPrinciple.freeEnergy_unique_min' depends on axioms: [propext, Classical.choice, Quot.sound]
#print axioms SmearingVariationalPrinciple.gaussian_unique_min
-- 'SmearingVariationalPrinciple.gaussian_unique_min' depends on axioms: [propext, Classical.choice, Quot.sound]
```
